# Gram and Schouten identities for n + 1 vectors in n dimensions, and a relation among ten-matrix traces

## Which trace relations come from the dimension alone?

Should the Minkowski product enter as a metric with a signature, or merely as a bilinear form $B$ on an $n$-dimensional real space? I would like to assume only the second. When I reduce long gamma traces, I use two identities: the determinant of the products $B(a_i,b_j)$ of $n+1$ vectors with $n+1$ vectors vanishes, and so does

$$\sum_{i=0}^{n}(-1)^i B(v,a_i)\,\det(a_0,\dots,\widehat{a_i},\dots,a_n),$$

where $v$ is any vector of the space, the determinant is that of the coordinates in a fixed basis, and the hat marks the omitted vector. For $n=4$ the first of them can make two differently written results for the same trace of ten slashed vectors agree. Can this be made rigorous and machine-checked, including the fact that the determinant relation can fail one dimension higher?

## One linear dependence gives all the identities

A bilinear form is enough. $B$ may be indefinite, degenerate or not even symmetric, because the identities come from the number of vectors and not from the metric. Positivity enters only in the Euclidean converse at the end.

**The determinant of products.** In $n$ dimensions, $n+1$ vectors are dependent, so there are numbers $c_i$, not all zero, with $\sum_i c_i a_i=0$. Take any linear functionals $f_0,\dots,f_n$ and set $M_{ij}=f_j(a_i)$. Then

$$\sum_i c_i M_{ij}=f_j\Big(\sum_i c_i a_i\Big)=0\quad\text{for every } j.$$

The rows of $M$ are dependent, so $\det M=0$. Choosing $f_j=B(\cdot,b_j)$ gives $\det B(a_i,b_j)=0$.

**The alternating sum.** Let $e^0,\dots,e^{n-1}$ be the coordinate functionals of a basis. Choose $f_0=B(v,\cdot)$ and $f_{k+1}=e^k$. Row $i$ of $M$ now holds $B(v,a_i)$ followed by the coordinates of $a_i$. Expanding along the first column multiplies $(-1)^iB(v,a_i)$ by the coordinate determinant of the other $n$ vectors, and the total is $\det M=0$.

**Five pairings.** For $n=4$ the Leibniz formula has $5!=120$ terms. Moving all but the identity permutation to the other side gives

$$\prod_{i=0}^{4}B(a_i,b_i)=-\sum_{\sigma\neq 1}\operatorname{sgn}(\sigma)\prod_{i=0}^{4}B(a_{\sigma(i)},b_i).$$

**Ten matrices.** Let $\gamma$ be a linear map from the vectors to an algebra, as the Feynman slash is, and put

$$S(a_0,\dots,a_n)=\sum_\sigma\operatorname{sgn}(\sigma)\,\gamma(a_{\sigma(0)})\cdots\gamma(a_{\sigma(n)}).$$

$S$ is linear in each argument. It vanishes when two arguments coincide, since exchanging them pairs off equal terms with opposite signs. If $c_k\neq0$, then $a_k=-\sum_{i\neq k}(c_i/c_k)a_i$. Substituting this in slot $k$ leaves only terms with a repeated argument, so $S=0$. For $n=4$, multiplying on the right by $\gamma(b_0)\cdots\gamma(b_4)$ and taking the trace gives a signed sum of 120 ten-matrix traces equal to zero.

**The Euclidean converse.** With a positive definite inner product, suppose $\sum_i c_i\langle a_i,a_j\rangle=0$ for all $j$, with $c\neq0$. Then $w=\sum_i c_i a_i$ is orthogonal to every $a_j$, hence to itself, and $w=0$. The Gram determinant therefore vanishes only for dependent vectors; conversely, pairing a dependence with each $a_j$ makes it vanish. The $n+1$ standard basis vectors of $\mathbb R^{n+1}$ have the identity as Gram matrix, with determinant $1$, so the relation fails there.

### Three vectors in a Minkowski plane

Take $n=2$, $B(x,y)=x_0y_0-x_1y_1$, $a_0=(1,0)$, $a_1=(0,1)$, $a_2=(2,1)$ and $b_i=a_i$. Then

$$\det\begin{pmatrix}1&0&2\\0&-1&-1\\2&-1&3\end{pmatrix}=1\cdot(-3-1)+2\cdot(0+2)=0.$$

For $v=(3,1)$ the products $B(v,a_i)$ are $3,-1,5$. The determinants with $a_0$, $a_1$, $a_2$ omitted in turn are $-2,1,1$. The alternating sum is $3(-2)-(-1)(1)+5(1)=0$.

### The Lean file

```lean
import Mathlib

open Module

namespace GramSchoutenIdentities

variable {V : Type*} [AddCommGroup V] [Module ℝ V] {n : ℕ}

/-- In an `n`-dimensional space any `n + 1` vectors are linearly dependent. -/
theorem not_linearIndependent_of_finrank [FiniteDimensional ℝ V]
    (hV : finrank ℝ V = n) (a : Fin (n + 1) → V) : ¬ LinearIndependent ℝ a := by
  intro h
  have hcard := h.fintype_card_le_finrank
  rw [Fintype.card_fin, hV] at hcard
  omega

/-- The square table of `n + 1` linear functionals evaluated on `n + 1` vectors of an
`n`-dimensional space has zero determinant. -/
theorem det_functionals_eq_zero [FiniteDimensional ℝ V]
    (hV : finrank ℝ V = n) (a : Fin (n + 1) → V) (f : Fin (n + 1) → V →ₗ[ℝ] ℝ) :
    (Matrix.of fun i j => f j (a i)).det = 0 := by
  obtain ⟨c, hc, i, hi⟩ :=
    Fintype.not_linearIndependent_iff.mp (not_linearIndependent_of_finrank hV a)
  -- the linear relation among the vectors is a relation among the rows
  refine Matrix.exists_vecMul_eq_zero_iff.mp ⟨c, fun h0 => hi (by simp [h0]), ?_⟩
  ext j
  have h := congrArg (f j) hc
  simpa [Matrix.vecMul, dotProduct, map_sum, map_smul] using h

/-- Gram identity: for any bilinear form on an `n`-dimensional space, the determinant of the
products of `n + 1` vectors with `n + 1` vectors vanishes. -/
theorem gram_det_eq_zero [FiniteDimensional ℝ V]
    (hV : finrank ℝ V = n) (B : V →ₗ[ℝ] V →ₗ[ℝ] ℝ) (a b : Fin (n + 1) → V) :
    (Matrix.of fun i j => B (a i) (b j)).det = 0 :=
  det_functionals_eq_zero hV a (fun j => B.flip (b j))

/-- Schouten identity: the alternating sum of the products of `v` with `a i`, each multiplied
by the volume determinant of the remaining `n` vectors, vanishes in `n` dimensions. -/
theorem schouten_identity (e : Basis (Fin n) ℝ V) (B : V →ₗ[ℝ] V →ₗ[ℝ] ℝ)
    (v : V) (a : Fin (n + 1) → V) :
    ∑ i : Fin (n + 1), (-1 : ℝ) ^ (i : ℕ) * B v (a i) *
      e.det (fun j => a (i.succAbove j)) = 0 := by
  have : FiniteDimensional ℝ V := Module.Finite.of_basis e
  have hV : finrank ℝ V = n := by
    rw [Module.finrank_eq_card_basis e, Fintype.card_fin]
  -- first column: products with v; other columns: coordinates
  have h := det_functionals_eq_zero hV a
    (Fin.cons (B v) (fun k => e.coord k) : Fin (n + 1) → V →ₗ[ℝ] ℝ)
  rw [Matrix.det_succ_column_zero] at h
  refine Eq.trans (Finset.sum_congr rfl fun i _ => ?_) h
  have hd : e.det (fun j => a (i.succAbove j)) =
      (Matrix.of fun j k => e.coord k (a (i.succAbove j))).det :=
    (Basis.det_apply e _).trans (Matrix.det_transpose _).symm
  rw [hd]
  rfl

/-- In four dimensions the product of five pairings `B (a i) (b i)` equals minus the signed sum
of the products obtained from all non-trivial permutations of the vectors `a`. -/
theorem five_pairings_relation [FiniteDimensional ℝ V]
    (hV : finrank ℝ V = 4) (B : V →ₗ[ℝ] V →ₗ[ℝ] ℝ) (a b : Fin 5 → V) :
    ∏ i, B (a i) (b i) =
      -∑ σ ∈ (Finset.univ : Finset (Equiv.Perm (Fin 5))).erase 1,
        ((Equiv.Perm.sign σ : ℤ) : ℝ) * ∏ i, B (a (σ i)) (b i) := by
  have h : (Matrix.of fun i j : Fin 5 => B (a i) (b j)).det = 0 :=
    gram_det_eq_zero (n := 4) hV B a b
  -- separate the identity permutation in the Leibniz expansion
  rw [Matrix.det_apply', ← Finset.add_sum_erase _ _
    (Finset.mem_univ (1 : Equiv.Perm (Fin 5)))] at h
  simp only [Equiv.Perm.sign_one, Units.val_one, Int.cast_one, one_mul,
    Equiv.Perm.one_apply, Matrix.of_apply] at h
  exact eq_neg_of_add_eq_zero_left h

/-- For a linear map `γ` from an `n`-dimensional space to an algebra, the antisymmetrised
product of the images of `n + 1` vectors vanishes. -/
theorem antisymmetrised_product_eq_zero [FiniteDimensional ℝ V]
    {A : Type*} [Ring A] [Algebra ℝ A]
    (hV : finrank ℝ V = n) (γ : V →ₗ[ℝ] A) (a : Fin (n + 1) → V) :
    ∑ σ : Equiv.Perm (Fin (n + 1)),
      (Equiv.Perm.sign σ : ℤ) • (List.ofFn fun i => γ (a (σ i))).prod = 0 := by
  -- an alternating map vanishes on linearly dependent vectors
  have h := (MultilinearMap.alternatization
    ((MultilinearMap.mkPiAlgebraFin ℝ (n + 1) A).compLinearMap
      (fun _ => γ))).map_linearDependent a (not_linearIndependent_of_finrank hV a)
  rw [MultilinearMap.alternatization_apply] at h
  refine Eq.trans (Finset.sum_congr rfl fun σ _ => ?_) h
  rfl

/-- For vectors of a four-dimensional space mapped linearly to four-by-four matrices, the trace
of ten such matrices vanishes when antisymmetrised over the first five vectors. -/
theorem ten_matrix_trace_relation [FiniteDimensional ℝ V]
    (hV : finrank ℝ V = 4) (γ : V →ₗ[ℝ] Matrix (Fin 4) (Fin 4) ℂ) (a b : Fin 5 → V) :
    ∑ σ : Equiv.Perm (Fin 5), (Equiv.Perm.sign σ : ℤ) •
      Matrix.trace ((List.ofFn fun i => γ (a (σ i))).prod *
        (List.ofFn fun j => γ (b j)).prod) = 0 := by
  have h := antisymmetrised_product_eq_zero (n := 4) hV γ a
  have ht := congrArg
    (fun X => Matrix.trace (X * (List.ofFn fun j => γ (b j)).prod)) h
  simp only [Finset.sum_mul, Matrix.trace_sum, smul_mul_assoc, Matrix.trace_smul,
    zero_mul, Matrix.trace_zero] at ht
  exact ht

/-- In a real inner product space the Gram determinant of finitely many vectors vanishes
exactly when the vectors are linearly dependent. -/
theorem euclidean_gram_det_eq_zero_iff {E : Type*} [NormedAddCommGroup E]
    [InnerProductSpace ℝ E] {m : ℕ} (a : Fin m → E) :
    (Matrix.of fun i j => inner ℝ (a i) (a j)).det = 0 ↔ ¬ LinearIndependent ℝ a := by
  rw [← Matrix.exists_vecMul_eq_zero_iff, Fintype.not_linearIndependent_iff]
  constructor
  · rintro ⟨c, hc, h⟩
    refine ⟨c, ?_, Function.ne_iff.mp hc⟩
    -- the combination is orthogonal to every vector, hence to itself
    have hj : ∀ j, inner ℝ (∑ i, c i • a i) (a j) = 0 := fun j => by
      have h' := congrFun h j
      simpa [Matrix.vecMul, dotProduct, sum_inner, inner_smul_left] using h'
    apply (inner_self_eq_zero (𝕜 := ℝ)).mp
    rw [inner_sum]
    exact Finset.sum_eq_zero fun j _ => by rw [inner_smul_right, hj, mul_zero]
  · rintro ⟨c, h, i, hi⟩
    refine ⟨c, fun h0 => hi (by simp [h0]), ?_⟩
    ext j
    have h' := congrArg (fun x => inner ℝ x (a j)) h
    simpa [Matrix.vecMul, dotProduct, sum_inner, inner_smul_left] using h'

/-- In Euclidean dimension `n + 1` the Gram determinant of the `n + 1` standard basis vectors
equals one. -/
theorem gram_det_standard_basis (n : ℕ) :
    (Matrix.of fun i j : Fin (n + 1) =>
      inner ℝ (EuclideanSpace.basisFun (Fin (n + 1)) ℝ i)
        (EuclideanSpace.basisFun (Fin (n + 1)) ℝ j)).det = 1 := by
  have h : (Matrix.of fun i j : Fin (n + 1) =>
      inner ℝ (EuclideanSpace.basisFun (Fin (n + 1)) ℝ i)
        (EuclideanSpace.basisFun (Fin (n + 1)) ℝ j)) = 1 := by
    ext i j
    rw [Matrix.of_apply, Matrix.one_apply]
    exact orthonormal_iff_ite.mp (EuclideanSpace.basisFun (Fin (n + 1)) ℝ).orthonormal i j
  rw [h, Matrix.det_one]

end GramSchoutenIdentities
```

```lean
#print axioms GramSchoutenIdentities.five_pairings_relation
-- 'GramSchoutenIdentities.five_pairings_relation' depends on axioms: [propext, Classical.choice, Quot.sound]
#print axioms GramSchoutenIdentities.ten_matrix_trace_relation
-- 'GramSchoutenIdentities.ten_matrix_trace_relation' depends on axioms: [propext, Classical.choice, Quot.sound]
#print axioms GramSchoutenIdentities.euclidean_gram_det_eq_zero_iff
-- 'GramSchoutenIdentities.euclidean_gram_det_eq_zero_iff' depends on axioms: [propext, Classical.choice, Quot.sound]
#print axioms GramSchoutenIdentities.gram_det_standard_basis
-- 'GramSchoutenIdentities.gram_det_standard_basis' depends on axioms: [propext, Classical.choice, Quot.sound]
```

### What the theorems say about momenta and slashes

The vectors are families `a b : Fin (n + 1) → V`, numbered from $0$ to $n$, and `finrank ℝ V = n` fixes the dimension. The type `V →ₗ[ℝ] V →ₗ[ℝ] ℝ` says that $B$ is real-valued and linear in each argument, and nothing more. The Minkowski product in either sign convention is an instance. Complex polarisation vectors are not covered directly, because the space and the form are real.

In `gram_det_eq_zero`, the $a_i$ label the rows and the $b_j$ the columns. In `schouten_identity`, a basis `e` indexed by `Fin n` fixes both the dimension and the volume determinant `e.det`; any basis is allowed. The index `i.succAbove j` runs through the labels in order and skips $i$, which is the hat in the formula.

`five_pairings_relation` is the solved form of the determinant identity for $n=4$; `erase 1` removes the identity permutation from the sum. In `antisymmetrised_product_eq_zero` and `ten_matrix_trace_relation`, `List.ofFn` followed by `.prod` keeps the matrices in their written order. The map `γ` is only assumed linear. The Clifford relation, which ties products of gamma matrices to the metric, is not assumed, so the trace theorem relates traces without evaluating any of them.

The link between pairings and traces is the familiar expansion of a gamma trace into signed products of pairings, which the file does not derive. In that expansion of the trace of $\gamma(a_0)\cdots\gamma(a_4)\gamma(b_0)\cdots\gamma(b_4)$, the terms that pair every $a$ with a $b$ add up to a multiple of $\det B(a_i,b_j)$ and so drop out in four dimensions. Two symbolic results for a tree-level QED trace can thus look different and still agree, provided that all the vectors lie in a four-dimensional space.

`euclidean_gram_det_eq_zero_iff` holds for any finite number of vectors in a real inner product space. Its positivity matters: a single nonzero lightlike vector is independent, yet its $1\times1$ Minkowski Gram determinant is zero. `gram_det_standard_basis` supplies the counterexample in Euclidean dimension $n+1$.

### How the proofs follow the algebra

`not_linearIndependent_of_finrank` compares the number of vectors with the dimension: independence would give $n+1\le n$, which `omega` refutes.

`det_functionals_eq_zero` carries the main argument. It extracts the coefficients `c` of a dependence and applies each `f j` to it. This makes `c` a nonzero row vector annihilated by the matrix, and `Matrix.exists_vecMul_eq_zero_iff` turns that into a zero determinant. The Gram identity follows by inserting the functionals `B.flip (b j)`, where `flip` exchanges the arguments of $B$ so that the second can be held fixed.

For the alternating sum, `Fin.cons` places `B v` before the coordinate functionals, and `Matrix.det_succ_column_zero` expands along the first column. The remaining step identifies each minor with `e.det`. A transpose appears because `Basis.det` writes the vectors as columns, whereas the table has them as rows.

The five-pairing relation uses the Leibniz formula `Matrix.det_apply'`, and `Finset.add_sum_erase` separates the identity term.

For the matrix products, `MultilinearMap.alternatization` builds $S$ from the ordered product, and `map_linearDependent` supplies the substitution argument: an alternating map vanishes on dependent vectors. The trace theorem multiplies this zero by the product of the `γ (b j)`, takes the trace, and distributes both operations over the sum.

The Euclidean equivalence proves its two directions separately. From a null vector of the Gram matrix, `hj` records that the combination is orthogonal to every $a_j$, and `inner_self_eq_zero` concludes that it is zero. In the other direction, the dependence is paired with each $a_j$. For the standard basis, orthonormality identifies the Gram matrix with the identity entry by entry, and `Matrix.det_one` gives the value $1$.
